# For an energy convex in the HOMO occupation, the ionization condition is equivalent to linearity

A functional tuned until its HOMO energy equals minus its ionization energy can still have an energy that bends between integer occupations, because curvature of opposite signs can cancel in that one number. If the energy is twice continuously differentiable and its curvature is nowhere negative, no such cancellation is possible, and the tuned energy is a straight line.

In Lean 4 with Mathlib:

```lean
import Mathlib

open Set

namespace FractionalOccupationTuning

noncomputable section

/-- The energy `E`, as a function of the HOMO occupation in `[0,1]`, has slope `ε`
(the orbital energy) and continuous curvature `κ`; derivatives at the ends are one-sided. -/
structure FractionalEnergy (E ε κ : ℝ → ℝ) : Prop where
  slope : ∀ t ∈ Icc (0 : ℝ) 1, HasDerivWithinAt E (ε t) (Icc 0 1) t
  curvature : ∀ t ∈ Icc (0 : ℝ) 1, HasDerivWithinAt ε (κ t) (Icc 0 1) t
  continuous_curvature : ContinuousOn κ (Icc 0 1)

/-- The HOMO energy at full occupation minus the energy difference `E 1 - E 0`,
which is minus the ionization energy. -/
def ionizationDefect (E ε : ℝ → ℝ) : ℝ := ε 1 - (E 1 - E 0)

/-- The energy follows the straight line between the two integer occupations. -/
def IsLinearBetweenIntegers (E : ℝ → ℝ) : Prop :=
  ∀ t ∈ Icc (0 : ℝ) 1, E t = E 0 + t * (E 1 - E 0)

/-- The ionization defect is the integral of the curvature weighted by the occupation. -/
theorem ionizationDefect_eq_integral {E ε κ : ℝ → ℝ} (h : FractionalEnergy E ε κ) :
    ionizationDefect E ε = ∫ t in (0 : ℝ)..1, t * κ t := by
  have hE : ContinuousOn E (Icc 0 1) := fun t ht => (h.slope t ht).continuousWithinAt
  have hε : ContinuousOn ε (Icc 0 1) := fun t ht => (h.curvature t ht).continuousWithinAt
  have hκ := h.continuous_curvature
  -- The function `t ε(t) - E(t)` is a primitive of `t κ(t)`.
  have key := intervalIntegral.integral_eq_sub_of_hasDerivAt_of_le
    (f := fun t => t * ε t - E t) (f' := fun t => t * κ t) (zero_le_one' ℝ)
    (by fun_prop)
    (fun t ht => by
      have hn := Icc_mem_nhds ht.1 ht.2
      have h1 := (h.slope t (Ioo_subset_Icc_self ht)).hasDerivAt hn
      have h2 := (h.curvature t (Ioo_subset_Icc_self ht)).hasDerivAt hn
      exact (((hasDerivAt_id' t).fun_mul h2).fun_sub h1).congr_deriv (by ring))
    (ContinuousOn.intervalIntegrable_of_Icc (zero_le_one' ℝ) (by fun_prop))
  rw [key, ionizationDefect]
  ring

/-- At the empty-orbital end, the energy difference minus the orbital energy is the
integral of the curvature weighted by the missing occupation. -/
theorem affinityDefect_eq_integral {E ε κ : ℝ → ℝ} (h : FractionalEnergy E ε κ) :
    (E 1 - E 0) - ε 0 = ∫ t in (0 : ℝ)..1, (1 - t) * κ t := by
  have hE : ContinuousOn E (Icc 0 1) := fun t ht => (h.slope t ht).continuousWithinAt
  have hε : ContinuousOn ε (Icc 0 1) := fun t ht => (h.curvature t ht).continuousWithinAt
  have hκ := h.continuous_curvature
  have key := intervalIntegral.integral_eq_sub_of_hasDerivAt_of_le
    (f := fun t => (1 - t) * ε t + E t) (f' := fun t => (1 - t) * κ t) (zero_le_one' ℝ)
    (by fun_prop)
    (fun t ht => by
      have hn := Icc_mem_nhds ht.1 ht.2
      have h1 := (h.slope t (Ioo_subset_Icc_self ht)).hasDerivAt hn
      have h2 := (h.curvature t (Ioo_subset_Icc_self ht)).hasDerivAt hn
      exact ((((hasDerivAt_id' t).const_sub 1).fun_mul h2).fun_add h1).congr_deriv
        (by ring))
    (ContinuousOn.intervalIntegrable_of_Icc (zero_le_one' ℝ) (by fun_prop))
  rw [key]
  ring

/-- For constant curvature `C` the ionization defect is `C / 2`. -/
theorem ionizationDefect_of_constant_curvature {E ε : ℝ → ℝ} {C : ℝ}
    (h : FractionalEnergy E ε (fun _ => C)) : ionizationDefect E ε = C / 2 := by
  rw [ionizationDefect_eq_integral h, intervalIntegral.integral_mul_const, integral_id]
  ring

/-- The quadratic energy `a t + (C/2) t²` has slope `a + C t` and constant curvature `C`. -/
theorem fractionalEnergy_witness (a C : ℝ) :
    FractionalEnergy (fun t => a * t + C / 2 * t ^ 2) (fun t => a + C * t) (fun _ => C) where
  slope t _ := ((((hasDerivAt_id' t).const_mul a).fun_add
    ((hasDerivAt_pow 2 t).const_mul (C / 2))).congr_deriv
      (by norm_num; ring)).hasDerivWithinAt
  curvature t _ := ((((hasDerivAt_id' t).const_mul C).const_add a).congr_deriv
    (by ring)).hasDerivWithinAt
  continuous_curvature := continuousOn_const

/-- A function on `[0,1]` with non-negative slope is non-decreasing. -/
theorem monotoneOn_of_slope_nonneg {f f' : ℝ → ℝ}
    (h : ∀ t ∈ Icc (0 : ℝ) 1, HasDerivWithinAt f (f' t) (Icc 0 1) t)
    (h0 : ∀ t ∈ Icc (0 : ℝ) 1, 0 ≤ f' t) : MonotoneOn f (Icc 0 1) := by
  have hd : ∀ t ∈ interior (Icc (0 : ℝ) 1), HasDerivAt f (f' t) t := fun t ht =>
    (h t (interior_subset ht)).hasDerivAt (mem_interior_iff_mem_nhds.mp ht)
  refine monotoneOn_of_deriv_nonneg (convex_Icc 0 1)
    (fun t ht => (h t ht).continuousWithinAt)
    (fun t ht => (hd t ht).differentiableAt.differentiableWithinAt) (fun t ht => ?_)
  rw [(hd t ht).deriv]
  exact h0 t (interior_subset ht)

/-- For non-negative curvature, the ionization defect vanishes exactly when the energy is
linear between the integer occupations. -/
theorem ionizationDefect_eq_zero_iff_linear {E ε κ : ℝ → ℝ} (h : FractionalEnergy E ε κ)
    (hκ : ∀ t ∈ Icc (0 : ℝ) 1, 0 ≤ κ t) :
    ionizationDefect E ε = 0 ↔ IsLinearBetweenIntegers E := by
  have m0 : (0 : ℝ) ∈ Icc (0 : ℝ) 1 := by simp
  have m1 : (1 : ℝ) ∈ Icc (0 : ℝ) 1 := by simp
  constructor
  · intro hz t ht
    unfold ionizationDefect at hz
    have hε := monotoneOn_of_slope_nonneg h.curvature hκ
    -- The chord minus the energy is non-decreasing, with equal values at both ends.
    have hm : MonotoneOn (fun s => s * (E 1 - E 0) - E s) (Icc 0 1) :=
      monotoneOn_of_slope_nonneg (f' := fun s => 1 * (E 1 - E 0) - ε s)
        (fun s hs => ((hasDerivWithinAt_id s _).mul_const _).sub (h.slope s hs))
        (fun s hs => by
          have := hε hs m1 hs.2
          linarith)
    have a0 : 0 * (E 1 - E 0) - E 0 ≤ t * (E 1 - E 0) - E t := hm m0 ht ht.1
    have a1 : t * (E 1 - E 0) - E t ≤ 1 * (E 1 - E 0) - E 1 := hm ht m1 ht.2
    linarith
  · intro hl
    -- The one-sided slope at full occupation is unique.
    have h1 : HasDerivWithinAt (fun t => E 0 + t * (E 1 - E 0)) (1 * (E 1 - E 0))
        (Icc 0 1) 1 := ((hasDerivWithinAt_id _ _).mul_const _).const_add _
    have h2 := h1.congr hl (hl 1 m1)
    have he := (uniqueDiffOn_Icc (zero_lt_one' ℝ) 1 m1).eq_deriv _ (h.slope 1 m1) h2
    unfold ionizationDefect
    linarith

/-- The cubic energy `t³ - 2t²` has zero ionization defect but is not linear between the
integer occupations. -/
theorem zero_defect_without_linearity :
    FractionalEnergy (fun t => t ^ 3 - 2 * t ^ 2) (fun t => 3 * t ^ 2 - 4 * t)
      (fun t => 6 * t - 4) ∧
    ionizationDefect (fun t => t ^ 3 - 2 * t ^ 2) (fun t => 3 * t ^ 2 - 4 * t) = 0 ∧
    ¬ IsLinearBetweenIntegers (fun t => t ^ 3 - 2 * t ^ 2) := by
  refine ⟨⟨fun t _ => ?_, fun t _ => ?_, by fun_prop⟩, ?_, fun hl => ?_⟩
  · exact (((hasDerivAt_pow 3 t).fun_sub ((hasDerivAt_pow 2 t).const_mul 2)).congr_deriv
      (by norm_num; ring)).hasDerivWithinAt
  · exact ((((hasDerivAt_pow 2 t).const_mul 3).fun_sub
      ((hasDerivAt_id' t).const_mul 4)).congr_deriv
      (by norm_num; ring)).hasDerivWithinAt
  · norm_num [ionizationDefect]
  · have := hl (1 / 2) (by constructor <;> norm_num)
    norm_num at this

/-- Optimal tuning: if each energy in a family has curvature of one sign and the ionization
defect varies continuously from non-positive to non-negative, some parameter value gives
zero defect and an energy linear between the integer occupations. -/
theorem exists_optimal_tuning {E ε κ : ℝ → ℝ → ℝ} {a b : ℝ} (hab : a ≤ b)
    (h : ∀ γ ∈ Icc a b, FractionalEnergy (E γ) (ε γ) (κ γ))
    (hsign : ∀ γ ∈ Icc a b, (∀ t ∈ Icc (0 : ℝ) 1, 0 ≤ κ γ t) ∨
      (∀ t ∈ Icc (0 : ℝ) 1, κ γ t ≤ 0))
    (hc : ContinuousOn (fun γ => ionizationDefect (E γ) (ε γ)) (Icc a b))
    (ha : ionizationDefect (E a) (ε a) ≤ 0) (hb : 0 ≤ ionizationDefect (E b) (ε b)) :
    ∃ γ ∈ Icc a b, ionizationDefect (E γ) (ε γ) = 0 ∧ IsLinearBetweenIntegers (E γ) := by
  obtain ⟨γ, hγ, hz⟩ := intermediate_value_Icc hab hc ⟨ha, hb⟩
  have hz' : ionizationDefect (E γ) (ε γ) = 0 := hz
  refine ⟨γ, hγ, hz', ?_⟩
  rcases hsign γ hγ with hp | hn
  · exact (ionizationDefect_eq_zero_iff_linear (h γ hγ) hp).mp hz'
  · -- A concave energy becomes convex after a change of sign.
    have hneg : FractionalEnergy (fun t => -E γ t) (fun t => -ε γ t) (fun t => -κ γ t) :=
      ⟨fun t ht => ((h γ hγ).slope t ht).neg, fun t ht => ((h γ hγ).curvature t ht).neg,
        (h γ hγ).continuous_curvature.neg⟩
    have hl := (ionizationDefect_eq_zero_iff_linear hneg
      (fun t ht => neg_nonneg.mpr (hn t ht))).mp (by
        unfold ionizationDefect at hz' ⊢
        linarith)
    intro t ht
    have e : -E γ t = -E γ 0 + t * (-E γ 1 - -E γ 0) := hl t ht
    linarith

end

end FractionalOccupationTuning
```

```lean
#print axioms FractionalOccupationTuning.ionizationDefect_of_constant_curvature
#print axioms FractionalOccupationTuning.ionizationDefect_eq_zero_iff_linear
#print axioms FractionalOccupationTuning.zero_defect_without_linearity
#print axioms FractionalOccupationTuning.exists_optimal_tuning
```

```
'FractionalOccupationTuning.ionizationDefect_of_constant_curvature' depends on axioms: [propext, Classical.choice, Quot.sound]
'FractionalOccupationTuning.ionizationDefect_eq_zero_iff_linear' depends on axioms: [propext, Classical.choice, Quot.sound]
'FractionalOccupationTuning.zero_defect_without_linearity' depends on axioms: [propext, Classical.choice, Quot.sound]
'FractionalOccupationTuning.exists_optimal_tuning' depends on axioms: [propext, Classical.choice, Quot.sound]
```

## The energy between two electron numbers

Let t be the occupation of the HOMO, taken as a spin orbital, so that t runs from 0 to 1, and let E(t) be the total energy. E(1) belongs to the system with the orbital filled and E(0) to the system with one electron fewer, so the ionization energy is E(0) − E(1). Write ε(t) for the slope E′(t) and κ(t) for the curvature E″(t).

`FractionalEnergy E ε κ` states these derivative relations on [0,1] and the continuity of κ. The functions are defined on all of ℝ, but only their values on [0,1] matter. `HasDerivWithinAt` with the set `Icc 0 1` makes the derivatives one-sided at the integers, so a jump in slope where the electron number passes an integer is allowed.

Calling ε the orbital energy relies on Janak's theorem, which identifies the derivative of the energy with respect to an occupation with the orbital's eigenvalue. Here that identification is assumed: the file contains no density functional and no self-consistent equations.

The quantity to be tuned to zero is `ionizationDefect`,

D = ε(1) − (E(1) − E(0)).

`IsLinearBetweenIntegers` says that E(t) = E(0) + t (E(1) − E(0)) for every t in [0,1]. The line joins the functional's own endpoint energies, which may themselves be inaccurate.

## The defect as weighted curvature

By the product rule,

d/dt [t ε(t) − E(t)] = ε(t) + t κ(t) − ε(t) = t κ(t).

Integrating from 0 to 1 gives

∫₀¹ t κ(t) dt = [ε(1) − E(1)] − [0 − E(0)] = D.

This is `ionizationDefect_eq_integral`. Its proof uses the form of the fundamental theorem of calculus that asks for continuity on the closed interval and an ordinary derivative inside it. At interior points `Icc_mem_nhds` turns the derivatives within [0,1] into ordinary ones, and `ring` performs the cancellation of ε(t).

At the empty-orbital end the same argument applies to (1 − t) ε(t) + E(t), whose derivative is (1 − t) κ(t). Hence

E(1) − E(0) − ε(0) = ∫₀¹ (1 − t) κ(t) dt,

which is `affinityDefect_eq_integral`. The affinity concerned is that of the system with the orbital empty. The ionization defect thus gives most weight to curvature near full occupation, and its companion to curvature near zero occupation.

For constant curvature C, the first integral is

D = C ∫₀¹ t dt = C/2.

The energy a t + (C/2) t², with any real a, realises this case. Its slope at t = 1 is a + C and its energy difference is a + C/2. `fractionalEnergy_witness` checks its slope and curvature.

## Why zero defect forces a straight line

Suppose κ ≥ 0 on [0,1] and D = 0, and write Δ = E(1) − E(0). The slope ε is non-decreasing, so

ε(t) ≤ ε(1) = Δ.

Now consider g(t) = tΔ − E(t). Its derivative is Δ − ε(t) ≥ 0, so g is non-decreasing as well. Its end values are

g(0) = −E(0) and g(1) = Δ − E(1) = −E(0).

A non-decreasing function with equal end values is constant, so tΔ − E(t) = −E(0), which is the equation of the line.

Conversely, if E is linear on [0,1], its one-sided slope at t = 1 is Δ. That slope is also ε(1), and a one-sided derivative is unique, so D = 0. This direction does not use the sign of κ.

In `ionizationDefect_eq_zero_iff_linear`, the lemma `monotoneOn_of_slope_nonneg` is applied twice, first to ε and then to g. The inequalities `a0` and `a1` compare g(t) with its two end values, and `linarith` combines them. For the converse, `uniqueDiffOn_Icc` supplies the uniqueness of the slope.

## A cubic that passes the test and still bends

Without the sign condition, the equivalence fails for

E(t) = t³ − 2t², ε(t) = 3t² − 4t, κ(t) = 6t − 4.

Here ε(1) = −1 and E(1) − E(0) = −1, so the defect is zero. At half occupation, however, E(1/2) = −3/8, while the line gives −1/2. The curvature is negative below t = 2/3 and positive above it, and the two contributions cancel under the weight t. `zero_defect_without_linearity` proves the derivative relations, the zero defect and the failure of linearity, using t = 1/2 for the last.

## Tuning one parameter

Let γ in [a,b] label a family of energies, for instance γ = 1 − α, where α is the fraction of exact exchange. `exists_optimal_tuning` assumes that the defect is continuous in γ, non-positive at a and non-negative at b. This order is the reason for taking 1 − α and not α: full exact exchange typically gives a concave energy and a negative defect, a semilocal functional a convex energy and a positive defect. The theorem also assumes that each energy in the family has curvature of one sign on [0,1]; the sign may differ from one γ to another.

The intermediate value theorem gives a γ with zero defect. If that energy is convex, the equivalence above makes it linear. If it is concave, −E is convex and also has zero defect, so −E is linear and therefore E is too. The variable `hneg` in the proof is this change of sign.

For optimally tuned hybrid functionals, this means that any curvature in the HOMO occupation that remains when the ionization condition is met exactly must change sign between the integers, provided that the energy at the tuned value is twice continuously differentiable in the occupation. Curvature of one sign is then possible only if it vanishes everywhere. Continuity of the defect in γ and its signs at a and b guarantee that a tuned value exists. The sign assumption is a demand on the functional and the molecule, and it matters at the tuned value itself: a family equal to the cubic above for every γ meets all the other assumptions, yet contains no linear member.
